# One mixing parameter a > 0 can stabilise finitely many Jacobian eigenvalues exactly when all have real part below 1

Linear mixing turns a Jacobian eigenvalue \(l\) into \(1-a+al\). For \(a>0\) this lies inside the unit disc exactly when \(a|1-l|^2<2\operatorname{Re}(1-l)\), so one positive \(a\) can serve finitely many eigenvalues exactly when each has \(\operatorname{Re} l<1\). I rely on this when I turn down the mixing in an SCF run that oscillates. I would like to see it made rigorous and machine-checked, preferably for the linearised iteration itself and not just for a list of numbers. How does that go?

## The half-plane criterion holds for the whole linearised iteration

For a bounded Jacobian \(J\) on a nonzero complex Banach space, some \(a>0\) makes the powers of \((1-a)I+aJ\) tend to zero in operator norm exactly when every \(l\) in the spectrum of \(J\) has \(\operatorname{Re} l<1\). The finite list of eigenvalues is covered by a separate theorem.

In electronic structure, within this linearised model with one fixed scalar parameter, a large negative real eigenvalue, as in charge sloshing, can be handled by a small \(a\), whereas a real eigenvalue above 1 defeats every positive \(a\).

### From one eigenvalue to the spectrum

Let \(F\) be the self-consistency map, \(x_*\) a fixed point and \(J\) the derivative of \(F\) there. The mixed map \(x\mapsto(1-a)x+aF(x)\) has derivative \(M_a=(1-a)I+aJ\) at \(x_*\). To first order, an initial error \(e_0\) becomes \(M_a^n e_0\) after \(n\) steps.

**One eigenvalue.** Put \(z=1-l\), so that \(1-a+al=1-az\). Then
\[
|1-az|^2=1-2a\operatorname{Re}z+a^2|z|^2=1-a\,(2\operatorname{Re}z-a|z|^2).
\]
For \(a>0\) this is below 1 exactly when \(a|z|^2<2\operatorname{Re}z\). If \(l\) is real and below 1, dividing \(a(1-l)^2<2(1-l)\) by \((1-l)^2\) gives the window \(a<2/(1-l)\).

**Many eigenvalues.** Let \(K\) be a compact set of eigenvalues. If some \(a>0\) works for all of them, then \(0\le a|1-l|^2<2\operatorname{Re}(1-l)\), hence \(\operatorname{Re} l<1\) throughout. Conversely, suppose that \(\operatorname{Re} l<1\) on \(K\). If \(K\) is empty, any \(a>0\) will do. Otherwise let \(m\in K\) have the largest real part, let \(p\in K\) be farthest from 1, and set
\[
a=\frac{1-\operatorname{Re}m}{|1-p|^2+1}>0.
\]
For every \(l\in K\),
\[
a|1-l|^2\le a(|1-p|^2+1)=1-\operatorname{Re}m\le 1-\operatorname{Re}l<2\operatorname{Re}(1-l).
\]
Finite sets are compact, so they are included.

**The spectrum of the mixed step.** Since
\[
(1-a+al)I-M_a=a(lI-J),
\]
the operators \((1-a+al)I-M_a\) and \(lI-J\) are invertible together when \(a\ne0\). Every complex \(\mu\) has the form \(1-a+al\), with \(l=1+(\mu-1)/a\), so the spectrum of \(M_a\) consists exactly of the mixed values.

**Decay of powers.** Let \(T\) be a bounded operator with \(T^n\to0\), and let \(\mu\) be in its spectrum. For \(n\ge1\), \(\mu I-T\) is a commuting factor of \(\mu^nI-T^n\), so \(\mu^n\) is in the spectrum of \(T^n\). Hence \(|\mu|^n\le\|T^n\|\to0\), and \(|\mu|<1\). Conversely, if the spectrum lies in the open unit disc, its compactness makes the spectral radius \(\rho\) smaller than 1. Choose \(r\) with \(\rho<r<1\). Gelfand's formula \(\|T^n\|^{1/n}\to\rho\) gives \(\|T^n\|\le r^n\) for all large \(n\), so the powers tend to zero.

Taking \(T=M_a\) gives the criterion for a fixed \(a\). Taking \(K\) to be the compact spectrum of \(J\) then gives the existence of a suitable \(a\).

### The Lean file

```lean
import Mathlib

open Filter Topology

namespace LinearMixingStability

noncomputable section

/-- The factor `1 - a + a l` that linear mixing with parameter `a` makes out of a
Jacobian eigenvalue `l`. -/
def mixedFactor (a : ℝ) (l : ℂ) : ℂ := 1 - a + a * l

/-- For `a > 0`, a mixed eigenvalue lies inside the unit disc exactly when `a |1 - l|² < 2 Re (1 -
l)`. -/
theorem norm_mixedFactor_lt_one_iff {a : ℝ} (ha : 0 < a) (l : ℂ) :
    ‖mixedFactor a l‖ < 1 ↔ a * ‖1 - l‖ ^ 2 < 2 * (1 - l).re := by
  -- expand the squared modulus in powers of a
  have h : ‖mixedFactor a l‖ ^ 2
      = 1 - a * (2 * (1 - l).re - a * ‖1 - l‖ ^ 2) := by
    rw [Complex.sq_norm, Complex.sq_norm, Complex.normSq_apply, Complex.normSq_apply]
    simp [mixedFactor]
    ring
  rw [← sq_lt_one_iff₀ (norm_nonneg _), h]
  constructor
  · intro h1
    have h2 : 0 < a * (2 * (1 - l).re - a * ‖1 - l‖ ^ 2) := by linarith
    have h3 := (mul_pos_iff_of_pos_left ha).1 h2
    linarith
  · intro h1
    have h2 := mul_pos ha (sub_pos.2 h1)
    linarith

/-- For a real eigenvalue `l < 1` the stable positive mixing parameters are those
below `2 / (1 - l)`. -/
theorem real_mixing_window {a l : ℝ} (ha : 0 < a) (hl : l < 1) :
    ‖mixedFactor a (l : ℂ)‖ < 1 ↔ a < 2 / (1 - l) := by
  have hpos : 0 < 1 - l := sub_pos.2 hl
  have hn : ‖1 - (l : ℂ)‖ ^ 2 = (1 - l) ^ 2 := by
    rw [Complex.sq_norm, Complex.normSq_apply]
    simp
    ring
  have hre : (1 - (l : ℂ)).re = 1 - l := by simp
  rw [norm_mixedFactor_lt_one_iff ha, hn, hre, lt_div_iff₀ hpos]
  constructor
  · intro h
    exact lt_of_mul_lt_mul_right (by linarith : a * (1 - l) * (1 - l) < 2 * (1 - l)) hpos.le
  · intro h
    have h2 := mul_pos (sub_pos.2 h) hpos
    linarith

/-- For a compact set of eigenvalues, one positive mixing parameter stabilises all of
them exactly when every eigenvalue has real part below one. -/
theorem exists_mixing_iff_of_isCompact {K : Set ℂ} (hK : IsCompact K) :
    (∃ a : ℝ, 0 < a ∧ ∀ l ∈ K, ‖mixedFactor a l‖ < 1) ↔ ∀ l ∈ K, l.re < 1 := by
  constructor
  · rintro ⟨a, ha, h⟩ l hl
    have h1 := (norm_mixedFactor_lt_one_iff ha l).1 (h l hl)
    have h2 : 0 ≤ a * ‖1 - l‖ ^ 2 := by positivity
    rw [Complex.sub_re, Complex.one_re] at h1
    linarith
  · intro h
    rcases K.eq_empty_or_nonempty with rfl | hne
    · exact ⟨1, one_pos, by simp⟩
    -- m has the largest real part, p the largest distance from 1
    obtain ⟨m, hm, hmax⟩ := hK.exists_isMaxOn hne Complex.continuous_re.continuousOn
    have hcont : ContinuousOn (fun l : ℂ => ‖1 - l‖ ^ 2) K := by fun_prop
    obtain ⟨p, _, hpmax⟩ := hK.exists_isMaxOn hne hcont
    have hm1 : 0 < 1 - m.re := sub_pos.2 (h m hm)
    have hD : 0 < ‖1 - p‖ ^ 2 + 1 := by positivity
    have ha : 0 < (1 - m.re) / (‖1 - p‖ ^ 2 + 1) := div_pos hm1 hD
    refine ⟨_, ha, fun l hl => (norm_mixedFactor_lt_one_iff ha l).2 ?_⟩
    have h1 : l.re ≤ m.re := hmax hl
    have h2 : ‖1 - l‖ ^ 2 ≤ ‖1 - p‖ ^ 2 := hpmax hl
    have h3 := mul_le_mul_of_nonneg_left
      (h2.trans (le_add_of_nonneg_right zero_le_one)) ha.le
    rw [div_mul_cancel₀ _ hD.ne'] at h3
    rw [Complex.sub_re, Complex.one_re]
    linarith

/-- For finitely many Jacobian eigenvalues, some positive mixing parameter puts all mixed
eigenvalues inside the unit disc exactly when every eigenvalue has real part below one. -/
theorem exists_mixing_iff_finite (S : Finset ℂ) :
    (∃ a : ℝ, 0 < a ∧ ∀ l ∈ S, ‖mixedFactor a l‖ < 1) ↔ ∀ l ∈ S, l.re < 1 :=
  exists_mixing_iff_of_isCompact S.finite_toSet.isCompact

variable {X : Type*} [NormedAddCommGroup X] [NormedSpace ℂ X]

/-- The operator `(1 - a) + a J` that carries the linearised error through one mixed
iteration with Jacobian `J`. -/
def mixedStep (a : ℝ) (J : X →L[ℂ] X) : X →L[ℂ] X :=
  (1 - (a : ℂ)) • (1 : X →L[ℂ] X) + (a : ℂ) • J

/-- If the self-consistency map `F` has Jacobian `J` at `x`, the linearly mixed map has
Jacobian `mixedStep a J` there. -/
theorem hasFDerivAt_mixed {F : X → X} {J : X →L[ℂ] X} {x : X} (a : ℝ)
    (hF : HasFDerivAt F J x) :
    HasFDerivAt (fun y => (1 - (a : ℂ)) • y + (a : ℂ) • F y) (mixedStep a J) x :=
  ((hasFDerivAt_id x).const_smul (1 - (a : ℂ))).add (hF.const_smul (a : ℂ))

/-- For a nonzero mixing parameter, `1 - a + a l` is in the spectrum of the mixed step
exactly when `l` is in the spectrum of the Jacobian. -/
theorem mixedFactor_mem_spectrum_iff {a : ℝ} (ha : a ≠ 0) (J : X →L[ℂ] X) (l : ℂ) :
    mixedFactor a l ∈ spectrum ℂ (mixedStep a J) ↔ l ∈ spectrum ℂ J := by
  have hc : (a : ℂ) ≠ 0 := Complex.ofReal_ne_zero.2 ha
  have h : algebraMap ℂ (X →L[ℂ] X) (mixedFactor a l) - mixedStep a J
      = Units.mk0 (a : ℂ) hc • (algebraMap ℂ (X →L[ℂ] X) l - J) := by
    rw [Units.smul_def, Units.val_mk0]
    simp only [Algebra.algebraMap_eq_smul_one, mixedFactor, mixedStep]
    module
  rw [spectrum.mem_iff, spectrum.mem_iff, h, isUnit_smul_iff]

variable [CompleteSpace X] [Nontrivial X]

/-- The powers of a bounded operator tend to zero in norm exactly when its spectrum lies
inside the open unit disc. -/
theorem tendsto_pow_zero_iff (T : X →L[ℂ] X) :
    Tendsto (fun n : ℕ => T ^ n) atTop (𝓝 0) ↔ ∀ μ ∈ spectrum ℂ T, ‖μ‖ < 1 := by
  constructor
  · intro h μ hμ
    by_contra hlt
    have hge : 1 ≤ ‖μ‖ := not_lt.1 hlt
    have hb : ∀ n : ℕ, 1 ≤ ‖T ^ n‖ := fun n => by
      have hmem : μ ^ n ∈ spectrum ℂ (T ^ n) := by
        simpa using spectrum.subset_polynomial_aeval T (Polynomial.X ^ n) ⟨μ, hμ, rfl⟩
      calc 1 ≤ ‖μ‖ ^ n := one_le_pow₀ hge
        _ = ‖μ ^ n‖ := (norm_pow _ _).symm
        _ ≤ ‖T ^ n‖ := spectrum.norm_le_norm_of_mem hmem
    have h1 := ge_of_tendsto' h.norm hb
    rw [norm_zero] at h1
    linarith
  · intro h
    have hs : spectralRadius ℂ T < ((1 : NNReal) : ENNReal) :=
      spectrum.spectralRadius_lt_of_forall_lt T fun k hk =>
        NNReal.coe_lt_coe.1 (by simpa only [coe_nnnorm, NNReal.coe_one] using h k hk)
    obtain ⟨r, hr, hr1⟩ := ENNReal.lt_iff_exists_nnreal_btwn.1 hs
    have hr2 : r < 1 := ENNReal.coe_lt_coe.1 hr1
    -- Gelfand's formula gives a geometric bound on the powers
    have ev := (spectrum.pow_nnnorm_pow_one_div_tendsto_nhds_spectralRadius
      T).eventually_lt_const hr
    refine squeeze_zero_norm' (a := fun n : ℕ => (r : ℝ) ^ n) ?_
      (tendsto_pow_atTop_nhds_zero_of_lt_one r.coe_nonneg (by exact_mod_cast hr2))
    filter_upwards [ev, eventually_gt_atTop 0] with n hn hpos
    have h1 := ENNReal.rpow_le_rpow hn.le (Nat.cast_nonneg n : (0 : ℝ) ≤ n)
    rw [← ENNReal.rpow_mul, one_div_mul_cancel (Nat.cast_ne_zero.2 hpos.ne'),
      ENNReal.rpow_one, ENNReal.rpow_natCast] at h1
    have h2 : ‖T ^ n‖₊ ≤ r ^ n := by exact_mod_cast h1
    simpa only [coe_nnnorm, NNReal.coe_pow] using NNReal.coe_le_coe.2 h2

/-- At a given mixing parameter `a > 0` the powers of the mixed step tend to zero in norm exactly
when `a |1 - l|² < 2 Re (1 - l)` on the whole spectrum of the Jacobian. -/
theorem mixedStep_converges_iff {a : ℝ} (ha : 0 < a) (J : X →L[ℂ] X) :
    Tendsto (fun n : ℕ => mixedStep a J ^ n) atTop (𝓝 0) ↔
      ∀ l ∈ spectrum ℂ J, a * ‖1 - l‖ ^ 2 < 2 * (1 - l).re := by
  rw [tendsto_pow_zero_iff]
  constructor
  · intro h l hl
    exact (norm_mixedFactor_lt_one_iff ha l).1
      (h _ ((mixedFactor_mem_spectrum_iff ha.ne' J l).2 hl))
  · intro h μ hμ
    -- every point of the mixed spectrum comes from a point of the original one
    have hc : (a : ℂ) ≠ 0 := Complex.ofReal_ne_zero.2 ha.ne'
    have hμl : mixedFactor a (1 + (μ - 1) / a) = μ := by
      rw [mixedFactor, mul_add, mul_div_cancel₀ _ hc]
      ring
    rw [← hμl] at hμ ⊢
    exact (norm_mixedFactor_lt_one_iff ha _).2
      (h _ ((mixedFactor_mem_spectrum_iff ha.ne' J _).1 hμ))

/-- Some positive mixing parameter makes the powers of the mixed step tend to zero in norm exactly
when the spectrum of the Jacobian lies in the half-plane `Re l < 1`. -/
theorem exists_convergent_mixing_iff (J : X →L[ℂ] X) :
    (∃ a : ℝ, 0 < a ∧ Tendsto (fun n : ℕ => mixedStep a J ^ n) atTop (𝓝 0)) ↔
      ∀ l ∈ spectrum ℂ J, l.re < 1 := by
  rw [← exists_mixing_iff_of_isCompact (spectrum.isCompact J)]
  refine exists_congr fun a => and_congr_right fun ha => ?_
  rw [mixedStep_converges_iff ha]
  exact forall₂_congr fun l _ => (norm_mixedFactor_lt_one_iff ha l).symm

end

end LinearMixingStability
```

```lean
#print axioms LinearMixingStability.real_mixing_window
#print axioms LinearMixingStability.exists_mixing_iff_finite
#print axioms LinearMixingStability.hasFDerivAt_mixed
#print axioms LinearMixingStability.exists_convergent_mixing_iff
```

```
'LinearMixingStability.real_mixing_window' depends on axioms: [propext, Classical.choice, Quot.sound]
'LinearMixingStability.exists_mixing_iff_finite' depends on axioms: [propext, Classical.choice, Quot.sound]
'LinearMixingStability.hasFDerivAt_mixed' depends on axioms: [propext, Classical.choice, Quot.sound]
'LinearMixingStability.exists_convergent_mixing_iff' depends on axioms: [propext, Classical.choice, Quot.sound]
```

### What the theorems say about an SCF iteration

`mixedFactor a l` is the mixed eigenvalue, with `a` real and `l` complex. `mixedStep a J` is \(M_a\). The type `X →L[ℂ] X` consists of the continuous complex-linear maps on the space `X` of iterates, so `J` is bounded by its type.

The theorem `exists_mixing_iff_finite` takes an arbitrary `Finset ℂ`: it concerns the numbers, whatever operator they come from. The theorem `exists_convergent_mixing_iff` concerns the operator. Its `Tendsto` statement says that the powers of \(M_a\) go to zero in operator norm, and `spectrum ℂ J` is the full spectrum, which in finite dimension is the set of eigenvalues. `mixedStep_converges_iff` is the version for a given \(a>0\). `CompleteSpace X` makes the space a Banach space, and `Nontrivial X` excludes the zero space.

The convention is that \(a\) multiplies the new output \(F(x)\) and \(1-a\) the old input. Only \(a>0\) is required, so values above 1 are allowed.

The link to the nonlinear map is `hasFDerivAt_mixed`, which assumes that `F` has the complex derivative `J` at `x`. For real densities, the mixed map has the real derivative \((1-a)I+aJ\) by the same rule, which the file does not state separately; in the spectral theorems `J` is then to be read as the complexified real Jacobian. The results describe the linearised error; they do not establish convergence of the nonlinear SCF cycle, and they do not treat preconditioners or mixing that uses earlier iterates.

### How the Lean proof follows the algebra

In `norm_mixedFactor_lt_one_iff`, the fact `h` is the expansion of the squared modulus, obtained by writing it in real and imaginary parts and closing with `ring`. `sq_lt_one_iff₀` passes between the norm and its square, and `mul_pos_iff_of_pos_left` removes the positive factor \(a\). `real_mixing_window` specialises this to real \(l\) and cancels \(1-l\).

In `exists_mixing_iff_of_isCompact`, two uses of `exists_isMaxOn` supply \(m\) and \(p\). `h3` is the first inequality in the chain above, and `linarith` completes it. The finite theorem follows in one line, because a finite set is compact.

`hasFDerivAt_mixed` adds the derivatives of the two terms. `mixedFactor_mem_spectrum_iff` proves the identity with the factor \(a\) by `module`, and `isUnit_smul_iff` says that a nonzero scalar does not affect invertibility.

In `tendsto_pow_zero_iff`, the first direction argues by contradiction: if \(|\mu|\ge1\), then \(\|T^n\|\ge1\) for every \(n\). The polynomial spectral mapping lemma supplies \(\mu^n\). The second direction picks \(r\), takes the eventual bound from Gelfand's formula, raises it to the \(n\)th power and squeezes the norm under \(r^n\).

`mixedStep_converges_iff` combines these results, using \(l=1+(\mu-1)/a\) to reach every point of the mixed spectrum. `exists_convergent_mixing_iff` then applies the compact-set theorem to `spectrum ℂ J`.

### Unbounded eigenvalue sets and decay for each starting error

Without compactness, the common parameter can fail to exist. Take the eigenvalues \(l=-n\) for \(n=0,1,2,\dots\). Each has real part below 1, but its window is \(a<2/(1+n)\), and no positive \(a\) lies in all of these windows.

Convergence could also have been modelled as \(M_a^n e\to0\) for each starting error \(e\) separately. In finite dimension this is the same condition, but in infinite dimension it is weaker, and the half-plane criterion would no longer be necessary. On \(\ell^2\), let \(J\) be diagonal with entries \(1-1/k\) for \(k\ge1\). With \(a=1\) every starting error decays to zero, although 1 belongs to the spectrum and \(\|J^n\|=1\) for all \(n\).
